# For positive masses, the hyperradius is the same in all mass-scaled internal coordinates

Internal coordinates are here vectors that depend linearly on the particle positions, such as Jacobi vectors, not bond lengths and angles. There are n+1 particles, i = 0, …, n, with positions r_i, masses m_i > 0 and total mass M. Write m for the column of masses and D = diag(m). The real n × (n+1) matrix B defines the internal vectors ξ_k = Σ_i B_ki r_i, and `IsMassScaled m B` requires

Σ_i B_ki = 0 for every k, and B D⁻¹ Bᵀ = 1.

The first condition makes ξ_k independent of the origin. The second gives the internal kinetic energy unit masses and no cross terms.

In Lean 4 with Mathlib:

```lean
import Mathlib

open Matrix

namespace HyperradiusInvariance

noncomputable section

variable {n : ℕ} {E : Type*} [NormedAddCommGroup E] [InnerProductSpace ℝ E]

/-- Mass-scaled internal coordinates of `n + 1` particles with nonzero masses `m`: the rows of `B`
sum to zero and are orthonormal with respect to the inverse masses. -/
structure IsMassScaled (m : Fin (n + 1) → ℝ) (B : Matrix (Fin n) (Fin (n + 1)) ℝ) : Prop where
  row_sum : ∀ k, ∑ i, B k i = 0
  orthonormal : B * diagonal (fun i => (m i)⁻¹) * Bᵀ = 1
```

The squared hyperradius is ρ² = Σ_k ‖ξ_k‖². It has the dimension mass × length², since no reference mass is divided out. Positions lie in any real inner product space `E`; ordinary space is `EuclideanSpace ℝ (Fin 3)`.

```lean
/-- The squared hyperradius: the sum of the squared lengths of the internal vectors
`∑ i, B k i • r i`. -/
def hyperradiusSq (B : Matrix (Fin n) (Fin (n + 1)) ℝ) (r : Fin (n + 1) → E) : ℝ :=
  ∑ k, ‖∑ i, B k i • r i‖ ^ 2
```

Let A be B with an extra row 0 on top, with entries m_i/√M. This row yields √M times the centre of mass, and row k of B becomes row k+1 of A.

```lean
/-- The coordinate matrix `B` completed by the mass-scaled centre-of-mass row, for positive
total mass. -/
def withCentre (m : Fin (n + 1) → ℝ) (B : Matrix (Fin n) (Fin (n + 1)) ℝ) :
    Matrix (Fin (n + 1)) (Fin (n + 1)) ℝ :=
  fun a i => Fin.cases (motive := fun _ => ℝ) (m i / √(∑ j, m j)) (fun k => B k i) a
```

## (a) Entries of a weighted product

For a real matrix A of any shape and weights d_i, show that

(A diag(d) Aᵀ)_ab = Σ_i A_ai d_i A_bi.

**Solution.** Right multiplication by diag(d) scales column i of A by d_i. Multiplying by Aᵀ then contracts with (Aᵀ)_ib = A_bi.

```lean
/-- Entries of a product `A d Aᵀ` with a diagonal weight `d`. -/
theorem weighted_apply {p q : ℕ} (A : Matrix (Fin p) (Fin q) ℝ) (d : Fin q → ℝ) (a b : Fin p) :
    (A * diagonal d * Aᵀ) a b = ∑ i, A a i * d i * A b i := by
  rw [Matrix.mul_apply]
  simp only [Matrix.mul_diagonal, Matrix.transpose_apply]
```

## (b) Adding the centre of mass

Show that B satisfies both conditions exactly when

A D⁻¹ Aᵀ = 1.

**Solution.** By (a), the entries on the left are

row 0 with row 0: Σ_i (m_i/√M)(1/m_i)(m_i/√M) = Σ_i m_i/M = 1

row 0 with row l+1: Σ_i B_li/√M

row k+1 with row l+1: (B D⁻¹ Bᵀ)_kl.

They form the identity exactly when the row sums vanish and B D⁻¹ Bᵀ = 1. In the code, `e00` and `e0s` are the first two lines, and `Fin.cases` separates row 0 from the others.

```lean
/-- For positive masses, `B` is a set of mass-scaled internal coordinates exactly when its
completion by the centre of mass is orthonormal with respect to the inverse masses. -/
theorem isMassScaled_iff_withCentre {m : Fin (n + 1) → ℝ} (hm : ∀ i, 0 < m i)
    (B : Matrix (Fin n) (Fin (n + 1)) ℝ) :
    IsMassScaled m B ↔
      withCentre m B * diagonal (fun i => (m i)⁻¹) * (withCentre m B)ᵀ = 1 := by
  have hM : 0 < ∑ i, m i := Finset.sum_pos (fun i _ => hm i) Finset.univ_nonempty
  have hs : √(∑ i, m i) ≠ 0 := (Real.sqrt_pos.mpr hM).ne'
  have e00 : ∑ i, withCentre m B 0 i * (m i)⁻¹ * withCentre m B 0 i = 1 := by
    rw [← div_self hM.ne', Finset.sum_div]
    refine Finset.sum_congr rfl fun i _ => ?_
    change m i / √(∑ j, m j) * (m i)⁻¹ * (m i / √(∑ j, m j)) = _
    rw [div_mul_eq_mul_div, mul_inv_cancel₀ (hm i).ne', div_mul_div_comm,
      Real.mul_self_sqrt hM.le, one_mul]
  -- the overlap of the centre-of-mass row with an internal row is its row sum over `√M`
  have e0s : ∀ l : Fin n, ∑ i, withCentre m B 0 i * (m i)⁻¹ * withCentre m B l.succ i
      = (∑ i, B l i) / √(∑ j, m j) := by
    intro l
    rw [Finset.sum_div]
    refine Finset.sum_congr rfl fun i _ => ?_
    change m i / √(∑ j, m j) * (m i)⁻¹ * B l i = _
    rw [div_mul_eq_mul_div, mul_inv_cancel₀ (hm i).ne', div_mul_eq_mul_div, one_mul]
  constructor
  · rintro ⟨h0, h1⟩
    ext a b
    rw [weighted_apply]
    induction a using Fin.cases with
    | zero =>
      induction b using Fin.cases with
      | zero => rw [e00, Matrix.one_apply_eq]
      | succ l => rw [e0s, h0, zero_div, Matrix.one_apply_ne (Fin.succ_ne_zero l).symm]
    | succ k =>
      induction b using Fin.cases with
      | zero =>
        rw [Matrix.one_apply_ne (Fin.succ_ne_zero k), ← zero_div √(∑ j, m j), ← h0 k, ← e0s]
        exact Finset.sum_congr rfl fun i _ => by ring
      | succ l =>
        have h := congrFun (congrFun h1 k) l
        rw [weighted_apply] at h
        refine Eq.trans h ?_
        simp [Matrix.one_apply]
  · intro h
    refine ⟨fun l => ?_, ?_⟩
    · have h' := congrFun (congrFun h 0) l.succ
      rw [weighted_apply, e0s, Matrix.one_apply_ne (Fin.succ_ne_zero l).symm] at h'
      exact (div_eq_zero_iff.mp h').resolve_right hs
    · ext k l
      have h' := congrFun (congrFun h k.succ) l.succ
      rw [weighted_apply] at h' ⊢
      refine Eq.trans h' ?_
      simp [Matrix.one_apply]
```

## (c) Completeness relation

Show that the conditions on B are equivalent to

BᵀB = D − m mᵀ/M.

**Solution.** Summing over the rows of A gives AᵀA = BᵀB + m mᵀ/M (`hA`). By (b), the conditions say A(D⁻¹Aᵀ) = 1. Since A is square, this is equivalent to (D⁻¹Aᵀ)A = 1 (`mul_eq_one_comm`), and multiplication by D turns it into AᵀA = D. Each step can be reversed.

```lean
/-- Completeness relation: for positive masses, `B` is a set of mass-scaled internal coordinates
exactly when `Bᵀ B` is the mass matrix minus its centre-of-mass part. -/
theorem isMassScaled_iff_gram {m : Fin (n + 1) → ℝ} (hm : ∀ i, 0 < m i)
    (B : Matrix (Fin n) (Fin (n + 1)) ℝ) :
    IsMassScaled m B ↔ Bᵀ * B = diagonal m - (∑ i, m i)⁻¹ • vecMulVec m m := by
  have hM : 0 < ∑ i, m i := Finset.sum_pos (fun i _ => hm i) Finset.univ_nonempty
  have hA : (withCentre m B)ᵀ * withCentre m B
      = Bᵀ * B + (∑ i, m i)⁻¹ • vecMulVec m m := by
    ext i j
    rw [Matrix.mul_apply, Fin.sum_univ_succ]
    change m i / √(∑ l, m l) * (m j / √(∑ l, m l)) + ∑ k, B k i * B k j
      = (Bᵀ * B) i j + (∑ l, m l)⁻¹ * (m i * m j)
    rw [div_mul_div_comm, Real.mul_self_sqrt hM.le, div_eq_inv_mul, add_comm, Matrix.mul_apply]
    rfl
  have hD : diagonal m * diagonal (fun i => (m i)⁻¹) = 1 := by
    rw [diagonal_mul_diagonal, ← diagonal_one]
    congr 1
    funext i
    exact mul_inv_cancel₀ (hm i).ne'
  -- a one-sided inverse of a square matrix is two-sided
  rw [isMassScaled_iff_withCentre hm, eq_sub_iff_add_eq, ← hA, Matrix.mul_assoc,
    mul_eq_one_comm, Matrix.mul_assoc]
  constructor
  · intro h
    rw [← Matrix.one_mul ((withCentre m B)ᵀ * withCentre m B), ← hD, Matrix.mul_assoc, h,
      Matrix.mul_one]
  · intro h
    rw [h]
    exact mul_eq_one_comm.mp hD
```

## (d) Ordered and distinct pairs

For f_ij = f_ji with f_ii = 0, show that

Σ_i Σ_j f_ij = 2 Σ_(i<j) f_ij.

**Solution.** Split the sum into i < j, i = j and i > j. The middle part vanishes, and exchanging the names i and j turns the last part into the first.

```lean
/-- A symmetric pair quantity without self-terms, summed over all ordered pairs, is twice its sum
over the pairs with `i < j`. -/
theorem sum_pairs (f : Fin n → Fin n → ℝ) (hf : ∀ i j, f i j = f j i) (h0 : ∀ i, f i i = 0) :
    ∑ i, ∑ j, f i j = 2 * ∑ i, ∑ j with i < j, f i j := by
  simp only [Finset.sum_filter]
  have h : ∀ i j, f i j = (if i < j then f i j else 0) + (if j < i then f j i else 0) := by
    intro i j
    rcases lt_trichotomy i j with h | h | h
    · simp [h, h.not_gt]
    · simp [h, h0]
    · simp [h, h.not_gt, hf i j]
  rw [Finset.sum_congr rfl fun i _ => Finset.sum_congr rfl fun j _ => h i j]
  simp only [Finset.sum_add_distrib]
  rw [Finset.sum_comm (f := fun i j => if j < i then f j i else 0), two_mul]
```

## (e) The hyperradius from distances

For B satisfying both conditions, show that

ρ² = Σ_(i<j) m_i m_j ‖r_i − r_j‖² / M.

**Solution.** Expand ‖r_i − r_j‖² = ‖r_i‖² + ‖r_j‖² − 2⟨r_i, r_j⟩. Zero row sums remove the first two terms, so

Σ_i Σ_j B_ki B_kj ‖r_i − r_j‖² = −2‖ξ_k‖².

Sum over k and insert (c):

ρ² = −½ Σ_i Σ_j (m_i δ_ij − m_i m_j/M) ‖r_i − r_j‖².

The δ term multiplies a zero distance. What remains is (1/2M) Σ_i Σ_j m_i m_j ‖r_i − r_j‖², and (d) gives the result. The two displayed steps correspond to `h1` and `h2`.

The right side does not contain B. Hyperspherical treatments of few-body quantum mechanics can thus compute ρ from the interparticle distances, whichever of these coordinates they use.

```lean
/-- For positive masses and mass-scaled internal coordinates, the squared hyperradius is the
mass-weighted sum of squared interparticle distances divided by the total mass. -/
theorem hyperradiusSq_eq_pair_sum {m : Fin (n + 1) → ℝ} (hm : ∀ i, 0 < m i)
    {B : Matrix (Fin n) (Fin (n + 1)) ℝ} (hB : IsMassScaled m B) (r : Fin (n + 1) → E) :
    hyperradiusSq B r
      = (∑ i, ∑ j with i < j, m i * m j * ‖r i - r j‖ ^ 2) / ∑ i, m i := by
  have hG := (isMassScaled_iff_gram hm B).mp hB
  -- zero row sums turn squared lengths into squared distances
  have h1 : hyperradiusSq B r
      = -(∑ k, ∑ i, ∑ j, B k i * B k j * ‖r i - r j‖ ^ 2) / 2 := by
    unfold hyperradiusSq
    rw [← Finset.sum_neg_distrib, Finset.sum_div]
    refine Finset.sum_congr rfl fun k _ => ?_
    rw [← real_inner_self_eq_norm_sq,
      inner_sum_smul_sum_smul_of_sum_eq_zero r (hB.row_sum k) r (hB.row_sum k)]
    simp only [pow_two]
  -- the completeness relation removes the coordinates
  have h2 : ∑ k, ∑ i, ∑ j, B k i * B k j * ‖r i - r j‖ ^ 2
      = -((∑ i, ∑ j, m i * m j * ‖r i - r j‖ ^ 2) / ∑ i, m i) := by
    rw [Finset.sum_comm, Finset.sum_div, ← Finset.sum_neg_distrib]
    refine Finset.sum_congr rfl fun i _ => ?_
    rw [Finset.sum_comm, Finset.sum_div, ← Finset.sum_neg_distrib]
    refine Finset.sum_congr rfl fun j _ => ?_
    have h := congrFun (congrFun hG i) j
    rw [Matrix.mul_apply] at h
    change ∑ k, B k i * B k j = diagonal m i j - (∑ l, m l)⁻¹ * (m i * m j) at h
    rw [← Finset.sum_mul, h]
    by_cases hij : i = j
    · simp [hij]
    · rw [Matrix.diagonal_apply_ne _ hij]
      ring
  rw [h1, h2, sum_pairs (fun i j => m i * m j * ‖r i - r j‖ ^ 2)
    (fun i j => by rw [norm_sub_rev, mul_comm (m i)]) (fun i => by simp)]
  ring
```

Contracting (c) with the inner products ⟨v_i, v_j⟩ of the particle velocities gives a neighbouring identity directly:

Σ_k ‖Σ_i B_ki v_i‖² = Σ_i m_i‖v_i‖² − ‖Σ_i m_i v_i‖²/M,

which is twice the kinetic energy in the centre-of-mass frame.

## (f) Kinematic rotation

Let B and B′ both satisfy the conditions, and set U = B′D⁻¹Bᵀ. Show that

UUᵀ = 1 and UB = B′.

**Solution.** By (c),

UB = B′D⁻¹(D − m mᵀ/M) = B′ − (B′D⁻¹m)mᵀ/M.

The vector D⁻¹m has all entries 1, so B′D⁻¹m lists the row sums of B′, which vanish (`hz`). Hence UB = B′ (`key`), and

UUᵀ = UBD⁻¹B′ᵀ = B′D⁻¹B′ᵀ = 1.

U may include a reflection.

```lean
/-- Kinematic rotation: for positive masses, two sets `B`, `B'` of mass-scaled internal coordinates
are related by the orthogonal matrix `B' m⁻¹ Bᵀ`. -/
theorem kinematic_rotation {m : Fin (n + 1) → ℝ} (hm : ∀ i, 0 < m i)
    {B B' : Matrix (Fin n) (Fin (n + 1)) ℝ} (hB : IsMassScaled m B) (hB' : IsMassScaled m B') :
    (B' * diagonal (fun i => (m i)⁻¹) * Bᵀ) * (B' * diagonal (fun i => (m i)⁻¹) * Bᵀ)ᵀ = 1 ∧
      (B' * diagonal (fun i => (m i)⁻¹) * Bᵀ) * B = B' := by
  have key : (B' * diagonal (fun i => (m i)⁻¹) * Bᵀ) * B = B' := by
    rw [Matrix.mul_assoc, (isMassScaled_iff_gram hm B).mp hB, Matrix.mul_sub, Matrix.mul_smul]
    have hz : B' * diagonal (fun i => (m i)⁻¹) * vecMulVec m m = 0 := by
      ext k j
      rw [Matrix.mul_apply]
      simp only [Matrix.mul_diagonal, Matrix.vecMulVec_apply]
      rw [Matrix.zero_apply, ← zero_mul (m j), ← hB'.row_sum k, Finset.sum_mul]
      refine Finset.sum_congr rfl fun i _ => ?_
      rw [← mul_assoc, inv_mul_cancel_right₀ (hm i).ne']
    rw [hz, smul_zero, sub_zero]
    ext k j
    rw [Matrix.mul_diagonal, Matrix.mul_diagonal, inv_mul_cancel_right₀ (hm j).ne']
  refine ⟨?_, key⟩
  rw [Matrix.transpose_mul (B' * _), Matrix.transpose_mul B', Matrix.transpose_transpose,
    Matrix.diagonal_transpose, ← Matrix.mul_assoc, key, ← Matrix.mul_assoc]
  exact hB'.orthonormal
```

## (g) The converse

Suppose the formula in (e) holds for all positions x_i on a line. Deduce that

Σ_i B_ki = 0 for every k, and B D⁻¹ Bᵀ = 1.

**Solution.** Expanding the squared distances gives (`hq`)

q(x) := Σ_k (Σ_i B_ki x_i)² = Σ_i m_i x_i² − (Σ_i m_i x_i)²/M.

Forming ½[q(x+y) − q(x) − q(y)] on both sides gives (`hp`)

Σ_k (Σ_i B_ki x_i)(Σ_i B_ki y_i) = Σ_i m_i x_i y_i − (Σ_i m_i x_i)(Σ_i m_i y_i)/M.

For unit vectors x and y along i and j, this is entry ij of the relation in (c), which implies both conditions.

```lean
/-- Converse: for positive masses, if the distance formula for the squared hyperradius holds for
all collinear configurations, then `B` is a set of mass-scaled internal coordinates. -/
theorem isMassScaled_of_pair_sum {m : Fin (n + 1) → ℝ} (hm : ∀ i, 0 < m i)
    (B : Matrix (Fin n) (Fin (n + 1)) ℝ)
    (h : ∀ x : Fin (n + 1) → ℝ, hyperradiusSq B x
      = (∑ i, ∑ j with i < j, m i * m j * ‖x i - x j‖ ^ 2) / ∑ i, m i) :
    IsMassScaled m B := by
  have hM : 0 < ∑ i, m i := Finset.sum_pos (fun i _ => hm i) Finset.univ_nonempty
  have hq : ∀ x : Fin (n + 1) → ℝ, ∑ k, (∑ i, B k i * x i) ^ 2
      = ∑ i, m i * x i ^ 2 - (∑ i, m i * x i) ^ 2 / ∑ i, m i := by
    intro x
    have e : ∑ i, ∑ j, m i * m j * ‖x i - x j‖ ^ 2
        = (∑ i, m i * x i ^ 2) * (∑ i, m i) + (∑ i, m i) * (∑ i, m i * x i ^ 2)
          - 2 * ((∑ i, m i * x i) * (∑ i, m i * x i)) := by
      rw [Finset.sum_mul_sum, Finset.sum_mul_sum, Finset.sum_mul_sum, Finset.mul_sum,
        ← Finset.sum_add_distrib, ← Finset.sum_sub_distrib]
      refine Finset.sum_congr rfl fun i _ => ?_
      rw [Finset.mul_sum, ← Finset.sum_add_distrib, ← Finset.sum_sub_distrib]
      refine Finset.sum_congr rfl fun j _ => ?_
      rw [Real.norm_eq_abs, sq_abs]
      ring
    rw [sum_pairs (fun i j => m i * m j * ‖x i - x j‖ ^ 2)
      (fun i j => by rw [norm_sub_rev, mul_comm (m i)]) (fun i => by simp)] at e
    have hx := h x
    simp only [hyperradiusSq, smul_eq_mul, Real.norm_eq_abs, sq_abs] at hx e
    rw [hx, div_eq_iff hM.ne', sub_mul, div_mul_cancel₀ _ hM.ne']
    linarith
  -- polarisation recovers every entry of `Bᵀ B`
  have hp : ∀ x y : Fin (n + 1) → ℝ, ∑ k, (∑ i, B k i * x i) * (∑ i, B k i * y i)
      = ∑ i, m i * (x i * y i) - (∑ i, m i * x i) * (∑ i, m i * y i) / ∑ i, m i := by
    intro x y
    have e1 : ∑ k, (∑ i, B k i * (x + y) i) ^ 2 = ∑ k, (∑ i, B k i * x i) ^ 2
        + 2 * ∑ k, (∑ i, B k i * x i) * (∑ i, B k i * y i) + ∑ k, (∑ i, B k i * y i) ^ 2 := by
      rw [Finset.mul_sum, ← Finset.sum_add_distrib, ← Finset.sum_add_distrib]
      refine Finset.sum_congr rfl fun k _ => ?_
      simp only [Pi.add_apply, mul_add, Finset.sum_add_distrib]
      ring
    have e2 : ∑ i, m i * (x + y) i ^ 2 = ∑ i, m i * x i ^ 2
        + 2 * ∑ i, m i * (x i * y i) + ∑ i, m i * y i ^ 2 := by
      rw [Finset.mul_sum, ← Finset.sum_add_distrib, ← Finset.sum_add_distrib]
      refine Finset.sum_congr rfl fun i _ => ?_
      rw [Pi.add_apply]
      ring
    have e3 : ∑ i, m i * (x + y) i = ∑ i, m i * x i + ∑ i, m i * y i := by
      simp only [Pi.add_apply, mul_add, Finset.sum_add_distrib]
    have hxy := hq (x + y)
    rw [e1, e2, e3] at hxy
    linear_combination (1 / 2) * hxy - (1 / 2) * hq x - (1 / 2) * hq y
  rw [isMassScaled_iff_gram hm]
  ext i j
  have hij := hp (Pi.single i 1) (Pi.single j 1)
  rw [Matrix.mul_apply]
  change ∑ k, B k i * B k j = diagonal m i j - (∑ l, m l)⁻¹ * (m i * m j)
  simp only [Pi.single_apply, mul_ite, mul_one, mul_zero, Finset.sum_ite_eq',
    Finset.mem_univ, if_true] at hij
  rw [hij, Matrix.diagonal_apply, div_eq_inv_mul]
  by_cases h' : i = j
  · simp [h']
  · simp [h', Ne.symm h']
```

## (h) Three-body Jacobi coordinates

Let μ(p,q) = pq/(p+q), s = m_0 + m_1, a = √μ(m_0,m_1) and b = √μ(s,m_2). The matrix J has rows

(a, −a, 0) and (b m_0/s, b m_1/s, −b).

```lean
/-- The reduced mass of two bodies with `p + q ≠ 0`. -/
def reducedMass (p q : ℝ) : ℝ := p * q / (p + q)

/-- Mass-scaled Jacobi coordinates of three particles with positive masses: the separation of the
first two, and the position of their centre of mass relative to the third. -/
def jacobiThree (m : Fin 3 → ℝ) : Matrix (Fin 2) (Fin 3) ℝ :=
  !![√(reducedMass (m 0) (m 1)), -√(reducedMass (m 0) (m 1)), 0;
    √(reducedMass (m 0 + m 1) (m 2)) * (m 0 / (m 0 + m 1)),
    √(reducedMass (m 0 + m 1) (m 2)) * (m 1 / (m 0 + m 1)), -√(reducedMass (m 0 + m 1) (m 2))]
```

Show that J has zero row sums and

J D⁻¹ Jᵀ = 1.

**Solution.** The row sums are a − a = 0 and b(m_0 + m_1)/s − b = 0. Since μ(p,q)(1/p + 1/q) = 1 (`red`), the overlaps are

a²(1/m_0 + 1/m_1) = 1

ab/s − ab/s = 0

b²(m_0 + m_1)/s² + b²/m_2 = b²(1/s + 1/m_2) = 1.

The last two are `cross` and `diag`.

```lean
/-- For any three positive masses, the Jacobi coordinates are mass-scaled internal coordinates. -/
theorem jacobiThree_witness (m : Fin 3 → ℝ) (hm : ∀ i, 0 < m i) :
    IsMassScaled (n := 2) m (jacobiThree m) := by
  have red : ∀ p q : ℝ, 0 < p → 0 < q → √(reducedMass p q) ^ 2 * (p⁻¹ + q⁻¹) = 1 := by
    intro p q hp hq
    have hpq : 0 < p + q := add_pos hp hq
    rw [Real.sq_sqrt (by unfold reducedMass; positivity), reducedMass,
      inv_add_inv hp.ne' hq.ne', div_mul_div_cancel₀ hpq.ne', div_self (mul_pos hp hq).ne']
  have hs : 0 < m 0 + m 1 := add_pos (hm 0) (hm 1)
  have ha := red _ _ (hm 0) (hm 1)
  have hb := red _ _ hs (hm 2)
  have c0 : (m 0)⁻¹ * m 0 = 1 := inv_mul_cancel₀ (hm 0).ne'
  have c1 : (m 1)⁻¹ * m 1 = 1 := inv_mul_cancel₀ (hm 1).ne'
  have cs : (m 0 + m 1) * (m 0 + m 1)⁻¹ = 1 := mul_inv_cancel₀ hs.ne'
  unfold jacobiThree
  generalize √(reducedMass (m 0) (m 1)) = a at ha ⊢
  generalize √(reducedMass (m 0 + m 1) (m 2)) = b at hb ⊢
  generalize (m 0 + m 1)⁻¹ = t at hb cs ⊢
  constructor
  · rw [Fin.forall_fin_two]
    constructor
    · rw [Fin.sum_univ_three]
      change a + -a + 0 = 0
      ring
    · rw [Fin.sum_univ_three]
      change b * (m 0 * (m 0 + m 1)⁻¹) + b * (m 1 * (m 0 + m 1)⁻¹) + -b = 0
      linear_combination b * mul_inv_cancel₀ hs.ne'
  · have cross : a * (m 0)⁻¹ * (b * (m 0 / (m 0 + m 1)))
        + -a * (m 1)⁻¹ * (b * (m 1 / (m 0 + m 1))) + 0 * (m 2)⁻¹ * -b = 0 := by
      linear_combination (a * b / (m 0 + m 1)) * (c0 - c1)
    have diag : b * (m 0 / (m 0 + m 1)) * (m 0)⁻¹ * (b * (m 0 / (m 0 + m 1)))
        + b * (m 1 / (m 0 + m 1)) * (m 1)⁻¹ * (b * (m 1 / (m 0 + m 1)))
        + -b * (m 2)⁻¹ * -b = 1 := by
      have ht : t = (m 0 + m 1)⁻¹ := eq_inv_of_mul_eq_one_right cs
      rw [div_eq_mul_inv, div_eq_mul_inv, ← ht]
      linear_combination hb + b ^ 2 * t ^ 2 * m 0 * c0 + b ^ 2 * t ^ 2 * m 1 * c1
        + b ^ 2 * t * cs
    ext k l
    rw [weighted_apply, Fin.sum_univ_three]
    revert k l
    simp only [Fin.forall_fin_two]
    refine ⟨⟨?_, ?_⟩, ?_, ?_⟩
    · rw [Matrix.one_apply_eq]
      change a * (m 0)⁻¹ * a + -a * (m 1)⁻¹ * -a + 0 * (m 2)⁻¹ * 0 = 1
      linear_combination ha
    · rw [Matrix.one_apply_ne (by decide)]
      exact cross
    · rw [Matrix.one_apply_ne (by decide)]
      refine Eq.trans ?_ cross
      change b * (m 0 / (m 0 + m 1)) * (m 0)⁻¹ * a
        + b * (m 1 / (m 0 + m 1)) * (m 1)⁻¹ * -a + -b * (m 2)⁻¹ * 0 = _
      ring
    · rw [Matrix.one_apply_eq]
      exact diag

end

end HyperradiusInvariance
```

As a numerical instance, take masses 1, 1, 2 at 0, 2, 4 on a line. Then a² = 1/2 and b² = 1, and the Jacobi vectors give

ρ² = ½·(0 − 2)² + 1·(1 − 4)² = 2 + 9 = 11.

The distances give (1·4 + 2·16 + 2·4)/4 = 11 as well.

```lean
#print axioms HyperradiusInvariance.hyperradiusSq_eq_pair_sum
#print axioms HyperradiusInvariance.kinematic_rotation
#print axioms HyperradiusInvariance.isMassScaled_of_pair_sum
```

```
'HyperradiusInvariance.hyperradiusSq_eq_pair_sum' depends on axioms: [propext, Classical.choice, Quot.sound]
'HyperradiusInvariance.kinematic_rotation' depends on axioms: [propext, Classical.choice, Quot.sound]
'HyperradiusInvariance.isMassScaled_of_pair_sum' depends on axioms: [propext, Classical.choice, Quot.sound]
```
